# The spin-j ladder operators d/dz and 2jz − z² d/dz preserve degree ≤ n exactly when 2j = n

Let j be any complex number, and let three operators act on the polynomials in one variable z with complex coefficients:

J₋ = d/dz
J_z = z d/dz − j
J₊ = 2jz − z² d/dz

They satisfy the angular momentum relations, in units with ħ = 1,

[J_z, J₊] = J₊,  [J_z, J₋] = −J₋,  [J₊, J₋] = 2J_z,

and the Casimir operator J² = J_z² + ½(J₊J₋ + J₋J₊) is the number j(j + 1). For a natural number n, J₊ maps the polynomials of degree at most n into themselves if and only if 2j = n. In that case this space has no smaller nonzero subspace stable under J₊ and J₋. If 2j is not a natural number, the only nonzero stable subspace is the space of all polynomials.

## Powers of z as magnetic sublevels

The monomial z^k is an eigenvector of J_z:

J_z z^k = (k − j) z^k.

The constant 1 is therefore the lowest state, with eigenvalue −j, and each further power of z raises the eigenvalue by one. A spin multiplet has 2j + 1 states, which suggests that the ladder should stop at z^(2j). The algebra itself holds for every complex j; the stopping of the ladder is what singles out the values 2j = 0, 1, 2, ….

If z is read as a boson creation operator and d/dz as the matching annihilation operator, the monomial z^k is a state with k bosons. The invariance criterion then says that J₊ respects a cutoff at n bosons exactly when n = 2j, and in that case the states with at most n bosons carry a single spin j. In the usual inner product of boson states, however, J₊ and J₋ are not adjoint to each other when 2j ≥ 2. For these particular operators to give Hermitian spin components, the inner product has to be changed.

The monomials are not normalised. For 2j = n, in an inner product that makes J₊ and J₋ adjoint to each other and gives the constant 1 unit length, the normalised states are e_k = √(binomial(2j, k)) z^k with 0 ≤ k ≤ 2j, and the familiar matrix elements appear:

J₊ e_k = √((2j − k)(k + 1)) e_(k+1)
J₋ e_k = √(k(2j − k + 1)) e_(k−1)

At the two ends of the ladder the square root vanishes and the right-hand side is zero.

## Commutators and Casimir from the Leibniz rule

Let p be a polynomial, with derivatives p′ and p″. Then

J_z p = zp′ − jp,  J₊p = 2jzp − z²p′.

For the first commutator, differentiate J₊p and J_z p and collect terms:

J_z J₊ p = (2j − 2j²) zp + (3j − 2) z²p′ − z³p″
J₊ J_z p = −2j² zp + (3j − 1) z²p′ − z³p″

The difference is 2jzp − z²p′ = J₊p. For the second,

J_z J₋ p = zp″ − jp′
J₋ J_z p = p′ + zp″ − jp′

and the difference is −p′ = −J₋p. For the third,

J₊ J₋ p = 2jzp′ − z²p″
J₋ J₊ p = 2jp + (2j − 2) zp′ − z²p″

and the difference is 2zp′ − 2jp = 2J_z p.

Half the sum of the last two lines is jp + (2j − 1)zp′ − z²p″. The remaining part of the Casimir operator is

J_z² p = z²p″ + (1 − 2j) zp′ + j²p.

Adding the two cancels every derivative and leaves (j² + j)p = j(j + 1)p.

## The factor 2j − k decides where the ladder ends

On a monomial,

J₊ z^k = 2j z^(k+1) − k z^(k+1) = (2j − k) z^(k+1).

By linearity, if p has coefficients c_k, then the coefficient of z^(k+1) in J₊p is (2j − k)c_k.

Suppose J₊ preserves degree at most n. Applied to z^n it gives (2j − n)z^(n+1), whose degree is too high unless the factor vanishes. Hence 2j = n.

Conversely, let 2j = n and let p have degree at most n. A coefficient of J₊p beyond degree n belongs to some z^(k+1) with k ≥ n, and equals (n − k)c_k. For k = n the factor vanishes; for k > n the coefficient c_k vanishes. So J₊p has degree at most n.

## Down to the constant and up again

Let W be a nonzero subspace stable under J₋ and J₊. Choose a nonzero p in W, of degree d and leading coefficient c. Differentiating d times gives

J₋^d p = d! c,

a nonzero constant in W. After rescaling, 1 lies in W.

From 1 the raising operator climbs. If z^k lies in W and 2j ≠ k, then z^(k+1) = (2j − k)⁻¹ J₊ z^k lies in W as well. The climb is blocked only at k = 2j.

If 2j = n and W contains only polynomials of degree at most n, the climb reaches 1, z, …, z^n. These span all polynomials of degree at most n, so W is that whole space. If 2j is not a natural number, nothing blocks the climb, every power of z lies in W, and W contains all polynomials.

Stability under J_z need not be required separately, since J_z = ½(J₊J₋ − J₋J₊).

## The statements as Lean reads them

The state space is `ℂ[X]`, with the formal variable `X` in the role of z. The operators `Jm`, `Jz j` and `Jp j` have type `Module.End ℂ ℂ[X]`, the linear maps from this space to itself. Their product is composition, and `1` is the identity operator, so `j • 1` is the constant j in J_z. The derivative is the formal one, and no limits are involved.

`ladder_relations` states the three commutators as equalities of operators, for every complex `j`. `casimir_eq` says that `casimir j` is `j * (j + 1)` times the identity.

In `degree_le_invariant_iff`, "degree at most n" is `p.natDegree ≤ n`. The zero polynomial has `natDegree` 0, so it is included and the condition describes a genuine subspace. In `2 * j = n` the natural number `n` is read as a complex number. The case n = 0 is covered: j = 0, and J₊ sends constants to zero.

In the irreducibility theorems a subspace is a `Submodule ℂ ℂ[X]`, and `W ≠ ⊥` says that it is not the zero subspace. The hypotheses `hm` and `hp` are stability under J₋ and J₊. In `irreducible_of_two_j_eq` the hypothesis `hn` places `W` inside the polynomials of degree at most `n`, and the conclusion is that membership in `W` is the same as satisfying this bound. In `irreducible_of_two_j_ne` the hypothesis is that `2 * j` differs from every natural number, and the conclusion `W = ⊤` means that `W` is everything.

The file puts no inner product on the polynomials, so hermiticity, normalisation and unitary rotations do not enter its statements. It also treats one spin at a time, with no addition of angular momenta.

## The complete Lean file

```lean
import Mathlib

open Polynomial

namespace SpinOnPolynomials

noncomputable section

/-- Multiplication of a polynomial by the variable `z`. -/
def mulZ : Module.End ℂ ℂ[X] := LinearMap.mulLeft ℂ X

/-- The lowering operator `J₋ = d/dz`. -/
def Jm : Module.End ℂ ℂ[X] := derivative

/-- The weight operator `J_z = z d/dz - j`. -/
def Jz (j : ℂ) : Module.End ℂ ℂ[X] := mulZ * Jm - j • 1

/-- The raising operator `J₊ = 2 j z - z² d/dz`. -/
def Jp (j : ℂ) : Module.End ℂ ℂ[X] := (2 * j) • mulZ - mulZ * mulZ * Jm

/-- The Casimir operator `J² = J_z² + (J₊ J₋ + J₋ J₊) / 2`. -/
def casimir (j : ℂ) : Module.End ℂ ℂ[X] :=
  Jz j * Jz j + (1 / 2 : ℂ) • (Jp j * Jm + Jm * Jp j)

/-- For every complex `j` the three differential operators obey the ladder relations
`[J_z, J₊] = J₊`, `[J_z, J₋] = -J₋` and `[J₊, J₋] = 2 J_z`. -/
theorem ladder_relations (j : ℂ) :
    Jz j * Jp j - Jp j * Jz j = Jp j ∧
    Jz j * Jm - Jm * Jz j = -Jm ∧
    Jp j * Jm - Jm * Jp j = (2 : ℂ) • Jz j := by
  -- let both sides act on a polynomial and use the Leibniz rule
  refine ⟨?_, ?_, ?_⟩
  · refine LinearMap.ext fun p => ?_
    simp only [Jz, Jp, Jm, mulZ, LinearMap.sub_apply, LinearMap.smul_apply,
      Module.End.mul_apply, Module.End.one_apply, LinearMap.mulLeft_apply, smul_eq_C_mul,
      derivative_sub, derivative_mul, derivative_X, derivative_C]
    ring
  · refine LinearMap.ext fun p => ?_
    simp only [Jz, Jm, mulZ, LinearMap.sub_apply, LinearMap.smul_apply, LinearMap.neg_apply,
      Module.End.mul_apply, Module.End.one_apply, LinearMap.mulLeft_apply, smul_eq_C_mul,
      derivative_sub, derivative_mul, derivative_X, derivative_C]
    ring
  · rw [two_smul ℂ]
    refine LinearMap.ext fun p => ?_
    simp only [Jz, Jp, Jm, mulZ, LinearMap.sub_apply, LinearMap.smul_apply, LinearMap.add_apply,
      Module.End.mul_apply, Module.End.one_apply, LinearMap.mulLeft_apply, smul_eq_C_mul,
      derivative_sub, derivative_mul, derivative_X, derivative_C]
    simp only [two_mul, C_add]
    ring

/-- For every complex `j` the Casimir operator is the number `j (j + 1)` on all polynomials. -/
theorem casimir_eq (j : ℂ) : casimir j = (j * (j + 1)) • 1 := by
  have h : Jp j * Jm + Jm * Jp j
      = (2 : ℂ) • ((j * (j + 1)) • (1 : Module.End ℂ ℂ[X]) - Jz j * Jz j) := by
    rw [two_smul ℂ]
    refine LinearMap.ext fun p => ?_
    simp only [Jz, Jp, Jm, mulZ, LinearMap.sub_apply, LinearMap.smul_apply, LinearMap.add_apply,
      Module.End.mul_apply, Module.End.one_apply, LinearMap.mulLeft_apply, smul_eq_C_mul,
      derivative_sub, derivative_mul, derivative_X, derivative_C]
    simp only [two_mul, C_add, C_mul, C_1]
    ring
  rw [casimir, h]
  module

/-- The coefficient of `z^(k+1)` in `J₊ p` is `2j - k` times the coefficient of `z^k` in `p`. -/
theorem Jp_coeff (j : ℂ) (p : ℂ[X]) (k : ℕ) :
    (Jp j p).coeff (k + 1) = (2 * j - k) * p.coeff k := by
  simp only [Jp, Jm, mulZ, LinearMap.sub_apply, LinearMap.smul_apply, Module.End.mul_apply,
    LinearMap.mulLeft_apply, smul_eq_C_mul, coeff_sub, coeff_C_mul, coeff_X_mul]
  rcases k with _ | k
  · simp
  · rw [coeff_X_mul, coeff_derivative]
    push_cast
    ring

/-- The raising operator takes `z^k` to `(2j - k) z^(k+1)`. -/
theorem Jp_X_pow (j : ℂ) (k : ℕ) :
    Jp j (X ^ k) = (2 * j - k) • (X ^ (k + 1) : ℂ[X]) := by
  rcases k with _ | k
  · simp [Jp, Jm, mulZ]
  · simp only [Jp, Jm, mulZ, LinearMap.sub_apply, LinearMap.smul_apply, Module.End.mul_apply,
      LinearMap.mulLeft_apply, smul_eq_C_mul, derivative_X_pow, Nat.add_sub_cancel, C_sub]
    ring

/-- The raising operator maps the polynomials of degree at most `n` into themselves
if and only if `2j = n`. -/
theorem degree_le_invariant_iff (j : ℂ) (n : ℕ) :
    (∀ p : ℂ[X], p.natDegree ≤ n → (Jp j p).natDegree ≤ n) ↔ 2 * j = n := by
  constructor
  · intro h
    -- the top monomial must not be raised
    have h1 := coeff_eq_zero_of_natDegree_lt
      (Nat.lt_succ_of_le (h (X ^ n) (natDegree_X_pow_le n)))
    have h2 := Jp_coeff j (X ^ n) n
    rw [coeff_X_pow_self, mul_one] at h2
    exact sub_eq_zero.1 (h2.symm.trans h1)
  · intro hj p hp
    rw [natDegree_le_iff_coeff_eq_zero]
    intro N hN
    obtain ⟨k, rfl⟩ : ∃ k, N = k + 1 := ⟨N - 1, by omega⟩
    rw [Jp_coeff, hj]
    rcases Nat.eq_or_lt_of_le (Nat.le_of_lt_succ hN) with h | h
    · rw [h, sub_self, zero_mul]
    · rw [coeff_eq_zero_of_natDegree_lt (lt_of_le_of_lt hp h), mul_zero]

/-- A nonzero subspace of polynomials that is stable under `J₋` contains the constant `1`. -/
theorem one_mem_of_lowering (W : Submodule ℂ ℂ[X]) (hW : W ≠ ⊥)
    (hm : ∀ p ∈ W, Jm p ∈ W) : (1 : ℂ[X]) ∈ W := by
  have key : ∀ n : ℕ, ∀ p ∈ W, p ≠ 0 → p.natDegree ≤ n → (1 : ℂ[X]) ∈ W := by
    intro n
    induction n with
    | zero =>
      intro p hp hne hn
      -- a nonzero constant can be rescaled to 1
      obtain ⟨a, rfl⟩ : ∃ a, C a = p :=
        ⟨_, (eq_C_of_natDegree_eq_zero (Nat.le_zero.1 hn)).symm⟩
      have ha : a ≠ 0 := by
        rintro rfl
        exact hne C_0
      have h := W.smul_mem a⁻¹ hp
      rwa [smul_eq_C_mul, ← C_mul, inv_mul_cancel₀ ha, C_1] at h
    | succ n ih =>
      intro p hp hne hn
      by_cases h0 : p.natDegree = 0
      · exact ih p hp hne (by omega)
      · -- differentiation lowers the degree and does not annihilate p
        have hd := natDegree_derivative_le p
        exact ih (derivative p) (hm p hp)
          (fun h => h0 (Polynomial.derivative_eq_zero.1 h)) (by omega)
  obtain ⟨p, hp, hne⟩ := (Submodule.ne_bot_iff W).1 hW
  exact key _ p hp hne le_rfl

/-- A nonzero subspace stable under `J₋` and `J₊` contains every polynomial `p` for which
`2j` is none of the numbers `0, 1, …, deg p - 1`. -/
theorem mem_of_ladder_stable (j : ℂ) (W : Submodule ℂ ℂ[X]) (hW : W ≠ ⊥)
    (hm : ∀ p ∈ W, Jm p ∈ W) (hp : ∀ p ∈ W, Jp j p ∈ W)
    (p : ℂ[X]) (hj : ∀ m : ℕ, m < p.natDegree → 2 * j ≠ m) : p ∈ W := by
  -- climb from 1 to the monomials up to the degree of p
  have mono : ∀ k : ℕ, k ≤ p.natDegree → (X ^ k : ℂ[X]) ∈ W := by
    intro k
    induction k with
    | zero =>
      intro _
      rw [pow_zero]
      exact one_mem_of_lowering W hW hm
    | succ k ih =>
      intro hk
      have hne : 2 * j - (k : ℂ) ≠ 0 := sub_ne_zero.2 (hj k (by omega))
      have h := W.smul_mem (2 * j - (k : ℂ))⁻¹ (hp _ (ih (by omega)))
      rwa [Jp_X_pow, smul_smul, inv_mul_cancel₀ hne, one_smul] at h
  rw [p.as_sum_range_C_mul_X_pow]
  refine W.sum_mem fun i hi => ?_
  rw [← smul_eq_C_mul]
  exact W.smul_mem _ (mono i (Nat.le_of_lt_succ (Finset.mem_range.1 hi)))

/-- For `2j = n`, a nonzero subspace of the polynomials of degree at most `n` that is stable
under `J₋` and `J₊` consists of all polynomials of degree at most `n`. -/
theorem irreducible_of_two_j_eq (j : ℂ) (n : ℕ) (hj : 2 * j = n)
    (W : Submodule ℂ ℂ[X]) (hW : W ≠ ⊥) (hn : ∀ p ∈ W, p.natDegree ≤ n)
    (hm : ∀ p ∈ W, Jm p ∈ W) (hp : ∀ p ∈ W, Jp j p ∈ W) (p : ℂ[X]) :
    p ∈ W ↔ p.natDegree ≤ n := by
  refine ⟨hn p, fun h => mem_of_ladder_stable j W hW hm hp p fun m hlt he => ?_⟩
  have hnm : n = m := Nat.cast_injective (R := ℂ) (hj.symm.trans he)
  omega

/-- If `2j` is not a natural number, a nonzero subspace stable under `J₋` and `J₊` is the
space of all polynomials. -/
theorem irreducible_of_two_j_ne (j : ℂ) (hj : ∀ n : ℕ, 2 * j ≠ n)
    (W : Submodule ℂ ℂ[X]) (hW : W ≠ ⊥)
    (hm : ∀ p ∈ W, Jm p ∈ W) (hp : ∀ p ∈ W, Jp j p ∈ W) : W = ⊤ :=
  Submodule.eq_top_iff'.2 fun p => mem_of_ladder_stable j W hW hm hp p fun m _ => hj m

end

end SpinOnPolynomials
```

```lean
#print axioms SpinOnPolynomials.casimir_eq
#print axioms SpinOnPolynomials.degree_le_invariant_iff
#print axioms SpinOnPolynomials.irreducible_of_two_j_eq
#print axioms SpinOnPolynomials.irreducible_of_two_j_ne
```

```
'SpinOnPolynomials.casimir_eq' depends on axioms: [propext, Classical.choice, Quot.sound]
'SpinOnPolynomials.degree_le_invariant_iff' depends on axioms: [propext, Classical.choice, Quot.sound]
'SpinOnPolynomials.irreducible_of_two_j_eq' depends on axioms: [propext, Classical.choice, Quot.sound]
'SpinOnPolynomials.irreducible_of_two_j_ne' depends on axioms: [propext, Classical.choice, Quot.sound]
```

## How the Lean proofs carry out the calculation

In `ladder_relations`, `LinearMap.ext` turns each equality of operators into an equality after acting on an arbitrary polynomial `p`. The call to `simp only` unfolds the definitions and applies the product rule `derivative_mul`. What remains is an identity between polynomials in X, p and its derivatives, and `ring` collects the terms as in the calculation by hand.

`casimir_eq` takes a slightly different order. It first proves, by the same method, that

J₊J₋ + J₋J₊ = 2(j(j + 1) − J_z²),

and then substitutes this into the definition of the Casimir operator. The tactic `module` does the remaining linear arithmetic with operators.

`Jp_coeff` and `Jp_X_pow` are the two forms of the factor 2j − k, one for coefficients and one for monomials. Both treat k = 0 separately, because there the derivative term contributes nothing.

The forward direction of `degree_le_invariant_iff` applies the assumed invariance to `X ^ n`. The coefficient of z^(n+1) in the image is zero by the degree bound and 2j − n by `Jp_coeff`; comparing the two gives 2j = n. The backward direction checks that every coefficient with index `N` above `n` vanishes. It writes `N = k + 1` and separates the cases k = n and k > n, as above.

`one_mem_of_lowering` replaces the d-fold derivative by an induction on a bound for the degree. A nonzero constant is rescaled to 1. A polynomial of positive degree is differentiated once, which lowers its degree, and the result is nonzero because only constants have zero derivative over ℂ. The induction hypothesis then applies to the derivative.

`mem_of_ladder_stable` contains the climb. Its hypothesis `hj` says that 2j is none of the numbers 0, 1, …, deg p − 1, which are exactly the places where the climb to the top power of p could be blocked. The inner statement `mono` proves by induction that each `X ^ k` up to that degree lies in `W`, dividing by 2j − k at each step. The polynomial p is then written as a sum of its monomials, and `W` is closed under such sums.

Both irreducibility theorems follow from this lemma. When 2j is not a natural number, `hj` holds for every p. When 2j = n and p has degree at most n, a blocking number m would satisfy m < deg p ≤ n and also m = n, and `omega` closes this contradiction. The other half of the equivalence, that members of `W` have degree at most n, is the hypothesis `hn` itself.
